# Two degenerate double-well modes can have unequal self-consistent widths below a threshold temperature

Take two identical classical modes whose mean square displacements, called widths here, are s1 and s2. At temperature 2, in suitable units, let them obey

2/s1 = −9 + 3 s1 + 4 s2
2/s2 = −9 + 3 s2 + 4 s1

The equations are symmetric under exchange of the modes, yet s1 = 2, s2 = 1 solves them. To see why, multiply each equation by its own width and subtract:

0 = (s1 − s2)(−9 + 3(s1 + s2))

Either the widths are equal, or their sum is 3. In the second case the first equation reduces to s1 s2 = 2, and the widths are 1 and 2.

## The threshold and the size of the splitting

For general parameters the equations are

T/s1 = −a + 3b s1 + c s2
T/s2 = −a + 3b s2 + c s1

Here T is the temperature with Boltzmann's constant set to 1, −a is the harmonic force constant at the centre, b is the quartic stiffness of each mode, and c couples the modes. For a, b, T > 0 and c > 3b, a solution with unequal positive widths exists if and only if

T < Tc, where Tc = a²(c − 3b)/(36b²)

Every such solution satisfies

(s1 − s2)² = (a/3b)² (1 − T/Tc)

The condition c > 3b means that, per unit of width, a mode is stiffened more by the other mode's fluctuations than by its own. For c ≤ 3b there is no unequal pair at any positive temperature.

## What a symmetrised solver leaves out

A self-consistent phonon code that stores one width for a degenerate pair assumes s1 = s2. In this classical two-mode model with 3b + c > 0, that reduced equation has exactly one positive solution at every T > 0. A solver that converges to it has solved both original equations, but gives no sign of the unequal pair when one also exists. Storing two widths is not enough if they start equal and the update treats both modes alike: apart from rounding, they stay equal. A search for the unequal pair should start from unequal widths, and the formulas here supply reference values.

## From the potential to the two widths

Let x and y be the mode displacements, with potential

V = −a(x² + y²)/2 + b(x⁴ + y⁴)/4 + c x²y²/2

Differentiating twice along x gives

∂V/∂x = −a x + b x³ + c x y²
∂²V/∂x² = −a + 3b x² + c y²

With s1 = ⟨x²⟩ and s2 = ⟨y²⟩, the average curvature is −a + 3b s1 + c s2. The other mode follows by exchange. A classical harmonic mode with force constant k has width T/k; setting k to the average curvature gives the self-consistent equations.

Multiply each equation by its width:

T = s1(−a + 3b s1 + c s2)
T = s2(−a + 3b s2 + c s1)

Subtract, and divide by s1 − s2 ≠ 0:

3b(s1 + s2) = a

Hence −a + 3b s1 = −3b s2, and the first equation becomes

(c − 3b) s1 s2 = T

Conversely, these sum and product conditions give back both equations. They also give

(s1 − s2)² = (s1 + s2)² − 4 s1 s2 = (a/3b)² − 4T/(c − 3b) = (a/3b)²(1 − T/Tc)

The left side is positive for unequal widths, so T < Tc. If 0 < T < Tc, set r = √(1 − T/Tc), which lies strictly between 0 and 1. The widths

(a/6b)(1 + r) and (a/6b)(1 − r)

are positive and unequal, with sum a/(3b) and product (a/6b)² T/Tc = T/(c − 3b), as required.

If c ≤ 3b, the product condition would make T ≤ 0. For equal widths s, the equations reduce to

(3b + c)s² − a s − T = 0

When 3b + c > 0 and T > 0, the roots have a negative product, so exactly one is positive.

## The Lean file

```lean
import Mathlib

open MeasureTheory

namespace SelfConsistentPhonons

noncomputable section

/-- Potential energy of two degenerate modes with harmonic force constant `-a` at the centre,
quartic stiffness `b` and biquadratic coupling `c`. -/
def potential (a b c x y : ℝ) : ℝ :=
  -a / 2 * (x ^ 2 + y ^ 2) + b / 4 * (x ^ 4 + y ^ 4) + c / 2 * x ^ 2 * y ^ 2

/-- Effective force constant of a mode of mean square width `s`, when the other mode has
mean square width `s'`. -/
def forceConstant (a b c s s' : ℝ) : ℝ := -a + 3 * b * s + c * s'

/-- The centred classical self-consistent phonon equations for nonzero widths `s1`, `s2`:
in each mode, temperature divided by width equals the effective force constant. -/
def SelfConsistent (a b c T s1 s2 : ℝ) : Prop :=
  T / s1 = forceConstant a b c s1 s2 ∧ T / s2 = forceConstant a b c s2 s1

/-- The temperature `a² (c - 3b) / (36 b²)`, for `b ≠ 0`. -/
def criticalTemperature (a b c : ℝ) : ℝ := a ^ 2 * (c - 3 * b) / (36 * b ^ 2)

/-- The relative splitting `√(1 - T/Tc)`, for `b ≠ 0`, `Tc ≠ 0` and `T/Tc ≤ 1`, where `Tc` is
the critical temperature. -/
def relativeSplitting (a b c T : ℝ) : ℝ := √(1 - T / criticalTemperature a b c)

/-- The curvature of the potential along the first mode. -/
theorem potential_curvature (a b c x y : ℝ) :
    deriv (deriv fun u => potential a b c u y) x = -a + 3 * b * x ^ 2 + c * y ^ 2 := by
  have h1 : ∀ u, HasDerivAt (fun u => potential a b c u y)
      (-a * u + b * u ^ 3 + c * u * y ^ 2) u := by
    intro u
    refine (((((hasDerivAt_pow 2 u).add_const (y ^ 2)).const_mul (-a / 2)).fun_add
      (((hasDerivAt_pow 4 u).add_const (y ^ 4)).const_mul (b / 4))).fun_add
      (((hasDerivAt_pow 2 u).const_mul (c / 2)).mul_const (y ^ 2))).congr_deriv ?_
    norm_num
    ring
  have h2 : HasDerivAt (fun u : ℝ => -a * u + b * u ^ 3 + c * u * y ^ 2)
      (-a + 3 * b * x ^ 2 + c * y ^ 2) x := by
    refine ((((hasDerivAt_id' x).const_mul (-a)).fun_add
      ((hasDerivAt_pow 3 x).const_mul b)).fun_add
      (((hasDerivAt_id' x).const_mul c).mul_const (y ^ 2))).congr_deriv ?_
    norm_num
    ring
  rw [show (deriv fun u => potential a b c u y) =
    fun u => -a * u + b * u ^ 3 + c * u * y ^ 2 from funext fun u => (h1 u).deriv]
  exact h2.deriv

/-- For any probability distribution of the two displacements with finite second moments, the
averaged curvatures of the potential are the effective force constants at those moments. -/
theorem average_curvature (a b c : ℝ) (μ : Measure (ℝ × ℝ)) [IsProbabilityMeasure μ]
    (hx : Integrable (fun p : ℝ × ℝ => p.1 ^ 2) μ)
    (hy : Integrable (fun p : ℝ × ℝ => p.2 ^ 2) μ) :
    ∫ p, deriv (deriv fun u => potential a b c u p.2) p.1 ∂μ =
        forceConstant a b c (∫ p, p.1 ^ 2 ∂μ) (∫ p, p.2 ^ 2 ∂μ) ∧
      ∫ p, deriv (deriv fun u => potential a b c p.1 u) p.2 ∂μ =
        forceConstant a b c (∫ p, p.2 ^ 2 ∂μ) (∫ p, p.1 ^ 2 ∂μ) := by
  -- averaging is linear and preserves constants
  have key : ∀ f g : ℝ × ℝ → ℝ, Integrable f μ → Integrable g μ →
      ∫ p, (-a + 3 * b * f p + c * g p) ∂μ =
        forceConstant a b c (∫ p, f p ∂μ) (∫ p, g p ∂μ) := by
    intro f g hf hg
    have i1 : Integrable (fun p => 3 * b * f p) μ := hf.const_mul _
    have i2 : Integrable (fun p => c * g p) μ := hg.const_mul _
    have i3 : Integrable (fun p => -a + 3 * b * f p) μ := (integrable_const (-a)).add i1
    rw [integral_add i3 i2, integral_add (integrable_const (-a)) i1,
      integral_const_mul, integral_const_mul]
    simp [forceConstant]
  -- the potential is symmetric under exchange of the modes
  have swap : ∀ x y, deriv (deriv fun u => potential a b c x u) y =
      -a + 3 * b * y ^ 2 + c * x ^ 2 := by
    intro x y
    rw [show (fun u => potential a b c x u) = fun u => potential a b c u x from
      funext fun u => by unfold potential; ring]
    exact potential_curvature a b c y x
  constructor
  · simp only [potential_curvature]
    exact key _ _ hx hy
  · simp only [swap]
    exact key _ _ hy hx

/-- For unequal positive widths, the self-consistent equations hold if and only if
`3b (s1 + s2) = a` and `(c - 3b) s1 s2 = T`. -/
theorem selfConsistent_iff_sum_product {a b c T s1 s2 : ℝ} (h1 : 0 < s1) (h2 : 0 < s2)
    (hne : s1 ≠ s2) :
    SelfConsistent a b c T s1 s2 ↔
      3 * b * (s1 + s2) = a ∧ (c - 3 * b) * s1 * s2 = T := by
  unfold SelfConsistent forceConstant
  rw [div_eq_iff h1.ne', div_eq_iff h2.ne']
  constructor
  · rintro ⟨e1, e2⟩
    -- the difference of the equations contains the factor s1 - s2
    have hs : 3 * b * (s1 + s2) = a :=
      mul_left_cancel₀ (sub_ne_zero.2 hne) (by linear_combination e2 - e1)
    exact ⟨hs, by linear_combination -e1 - s1 * hs⟩
  · rintro ⟨hs, hp⟩
    exact ⟨by linear_combination -hp - s1 * hs, by linear_combination -hp - s2 * hs⟩

/-- For `a, b, T > 0` and `T` below the critical temperature `Tc`, the widths
`(a/6b)(1 ± √(1 - T/Tc))` are positive, unequal and self-consistent. -/
theorem split_widths {a b c T : ℝ} (ha : 0 < a) (hb : 0 < b) (hT : 0 < T)
    (h : T < criticalTemperature a b c) :
    0 < a / (6 * b) * (1 - relativeSplitting a b c T) ∧
      a / (6 * b) * (1 - relativeSplitting a b c T) <
        a / (6 * b) * (1 + relativeSplitting a b c T) ∧
      SelfConsistent a b c T (a / (6 * b) * (1 + relativeSplitting a b c T))
        (a / (6 * b) * (1 - relativeSplitting a b c T)) := by
  have hTc : 0 < criticalTemperature a b c := hT.trans h
  have hq0 : 0 < T / criticalTemperature a b c := div_pos hT hTc
  have hq1 : T / criticalTemperature a b c < 1 := (div_lt_one hTc).2 h
  have hr0 : 0 < relativeSplitting a b c T := Real.sqrt_pos.2 (by linarith)
  have hr2 : relativeSplitting a b c T ^ 2 = 1 - T / criticalTemperature a b c :=
    Real.sq_sqrt (by linarith)
  have hq : criticalTemperature a b c * (T / criticalTemperature a b c) = T := by
    field_simp
  generalize relativeSplitting a b c T = r at *
  have hr1 : r < 1 := by nlinarith
  have hw : 0 < a / (6 * b) := by positivity
  have hwb : 6 * b * (a / (6 * b)) = a := by field_simp
  have hlow : 0 < a / (6 * b) * (1 - r) := mul_pos hw (by linarith)
  have hlt : a / (6 * b) * (1 - r) < a / (6 * b) * (1 + r) :=
    mul_lt_mul_of_pos_left (by linarith) hw
  refine ⟨hlow, hlt, (selfConsistent_iff_sum_product (hlow.trans hlt) hlow hlt.ne').2 ⟨?_, ?_⟩⟩
  · linear_combination hwb
  · calc (c - 3 * b) * (a / (6 * b) * (1 + r)) * (a / (6 * b) * (1 - r))
        = criticalTemperature a b c * (1 - r ^ 2) := by unfold criticalTemperature; ring
      _ = criticalTemperature a b c * (T / criticalTemperature a b c) := by
          rw [hr2, sub_sub_cancel]
      _ = T := hq

/-- For `a, b, T > 0` and `c > 3b`, the two degenerate modes admit a self-consistent solution
with unequal positive widths if and only if `T < a² (c - 3b) / (36 b²)`. -/
theorem unequal_widths_iff {a b c T : ℝ} (ha : 0 < a) (hb : 0 < b) (hT : 0 < T)
    (hc : 3 * b < c) :
    (∃ s1 s2, 0 < s1 ∧ 0 < s2 ∧ s1 ≠ s2 ∧ SelfConsistent a b c T s1 s2) ↔
      T < a ^ 2 * (c - 3 * b) / (36 * b ^ 2) := by
  constructor
  · rintro ⟨s1, s2, h1, h2, hne, h⟩
    obtain ⟨hs, hp⟩ := (selfConsistent_iff_sum_product h1 h2 hne).1 h
    have hsq : 0 < (s1 - s2) ^ 2 :=
      lt_of_le_of_ne (sq_nonneg _) (pow_ne_zero 2 (sub_ne_zero.2 hne)).symm
    have hpos : 0 < 9 * b ^ 2 * (c - 3 * b) * (s1 - s2) ^ 2 :=
      mul_pos (mul_pos (by positivity) (sub_pos.2 hc)) hsq
    -- the distance to the threshold is a positive multiple of (s1 - s2)²
    have e : a ^ 2 * (c - 3 * b) - T * (36 * b ^ 2) =
        9 * b ^ 2 * (c - 3 * b) * (s1 - s2) ^ 2 := by
      rw [← hs, ← hp]
      ring
    rw [lt_div_iff₀ (by positivity)]
    linarith
  · intro h
    obtain ⟨h2, hlt, hsc⟩ := split_widths ha hb hT h
    exact ⟨_, _, h2.trans hlt, h2, hlt.ne', hsc⟩

/-- For `a, b > 0` and `c > 3b`, every self-consistent solution with unequal positive widths
has squared splitting `(a/3b)² (1 - T/Tc)`. -/
theorem splitting_law {a b c T s1 s2 : ℝ} (ha : 0 < a) (hb : 0 < b) (hc : 3 * b < c)
    (h1 : 0 < s1) (h2 : 0 < s2) (hne : s1 ≠ s2) (h : SelfConsistent a b c T s1 s2) :
    (s1 - s2) ^ 2 = (a / (3 * b)) ^ 2 * (1 - T / criticalTemperature a b c) := by
  obtain ⟨hs, hp⟩ := (selfConsistent_iff_sum_product h1 h2 hne).1 h
  have hd : 0 < c - 3 * b := sub_pos.2 hc
  have hTc : 0 < criticalTemperature a b c := by
    unfold criticalTemperature
    exact div_pos (mul_pos (by positivity) hd) (by positivity)
  have hq : criticalTemperature a b c * (T / criticalTemperature a b c) = T := by
    field_simp
  have hsum : a / (3 * b) = s1 + s2 := by
    rw [div_eq_iff (by positivity)]
    linear_combination -hs
  have hcrit : criticalTemperature a b c = (c - 3 * b) * (s1 + s2) ^ 2 / 4 := by
    rw [← hsum]
    unfold criticalTemperature
    ring
  rw [hsum]
  generalize T / criticalTemperature a b c = q at hq ⊢
  exact mul_left_cancel₀ hd.ne' (by linear_combination 4 * hq - 4 * hp - 4 * q * hcrit)

/-- If `c ≤ 3b`, no self-consistent solution with unequal positive widths exists at any
positive temperature. -/
theorem no_splitting_of_weak_coupling {a b c T s1 s2 : ℝ} (hT : 0 < T) (hc : c ≤ 3 * b)
    (h1 : 0 < s1) (h2 : 0 < s2) (hne : s1 ≠ s2) : ¬ SelfConsistent a b c T s1 s2 := by
  intro h
  have hp := ((selfConsistent_iff_sum_product h1 h2 hne).1 h).2
  have := mul_nonneg (sub_nonneg.2 hc) (mul_pos h1 h2).le
  nlinarith

/-- If `3b + c > 0`, there is exactly one self-consistent solution with equal positive widths
at each positive temperature. -/
theorem equal_widths_existsUnique {a b c T : ℝ} (hT : 0 < T) (hK : 0 < 3 * b + c) :
    ∃! s, 0 < s ∧ SelfConsistent a b c T s s := by
  have hKT : 0 < (3 * b + c) * T := mul_pos hK hT
  have hr : √(a ^ 2 + 4 * ((3 * b + c) * T)) ^ 2 = a ^ 2 + 4 * ((3 * b + c) * T) :=
    Real.sq_sqrt (by positivity)
  have hr0 := Real.sqrt_nonneg (a ^ 2 + 4 * ((3 * b + c) * T))
  generalize √(a ^ 2 + 4 * ((3 * b + c) * T)) = r at hr hr0
  have har : 0 < a + r := by
    by_contra hn
    nlinarith [mul_nonneg hr0 (show 0 ≤ -a - r by linarith), sq_nonneg (-a - r)]
  -- the positive root of the quadratic equation for the common width
  obtain ⟨s, hs⟩ : ∃ s, s = (a + r) / (2 * (3 * b + c)) := ⟨_, rfl⟩
  have hs0 : 0 < s := by rw [hs]; exact div_pos har (by linarith)
  have hroot : s * (2 * (3 * b + c)) = a + r :=
    (eq_div_iff (by linarith : (0 : ℝ) < 2 * (3 * b + c)).ne').1 hs
  have heq : T / s = forceConstant a b c s s := by
    unfold forceConstant
    rw [div_eq_iff hs0.ne']
    refine mul_left_cancel₀ (by linarith : (0 : ℝ) < 4 * (3 * b + c)).ne' ?_
    linear_combination -(2 * (3 * b + c) * s - a + r) * hroot - hr
  refine ⟨s, ⟨hs0, heq, heq⟩, ?_⟩
  rintro t ⟨ht0, ht, -⟩
  have hpos : 0 < forceConstant a b c t t := ht ▸ div_pos hT ht0
  unfold forceConstant at heq ht hpos
  rw [div_eq_iff hs0.ne'] at heq
  rw [div_eq_iff ht0.ne'] at ht
  have hfac : 0 < (3 * b + c) * (t + s) - a := by nlinarith [mul_pos hK hs0]
  exact mul_left_cancel₀ hfac.ne' (by linear_combination heq - ht)

end

end SelfConsistentPhonons
```

```lean
#print axioms SelfConsistentPhonons.unequal_widths_iff
#print axioms SelfConsistentPhonons.splitting_law
#print axioms SelfConsistentPhonons.no_splitting_of_weak_coupling
#print axioms SelfConsistentPhonons.equal_widths_existsUnique
```

```
'SelfConsistentPhonons.unequal_widths_iff' depends on axioms: [propext, Classical.choice, Quot.sound]
'SelfConsistentPhonons.splitting_law' depends on axioms: [propext, Classical.choice, Quot.sound]
'SelfConsistentPhonons.no_splitting_of_weak_coupling' depends on axioms: [propext, Classical.choice, Quot.sound]
'SelfConsistentPhonons.equal_widths_existsUnique' depends on axioms: [propext, Classical.choice, Quot.sound]
```

## How the declarations match the physics

All quantities are real numbers. `forceConstant a b c s s'` takes the mode's own width first, and `SelfConsistent` is the pair of equations. `unequal_widths_iff` is the threshold statement, with positivity and `s1 ≠ s2` written out.

`potential_curvature` differentiates V twice. `average_curvature` then uses linearity of the integral, for any probability measure `μ` on pairs of displacements with finite second moments; no Gaussian shape is needed. Its `swap` step handles the second mode.

In `selfConsistent_iff_sum_product`, `div_eq_iff` clears the denominators, `mul_left_cancel₀` removes the factor s1 − s2, and `linear_combination` does the remaining algebra. `split_widths` checks the explicit pair through its sum and product. The main theorem uses that pair in one direction; in the other, its identity `e` writes the distance to the threshold as a positive multiple of (s1 − s2)².

`splitting_law` rewrites the same algebra as the formula for the splitting, and `no_splitting_of_weak_coupling` is the sign contradiction. `equal_widths_existsUnique` constructs the positive quadratic root, then cancels a positive factor to show that any other positive solution equals it.

## Existence is settled, stability is not

The theorems determine when unequal solutions exist and what their widths are. They do not compare free energies, test stability or show that an iteration converges to either kind of solution.

Classical equipartition is built into the definition of `SelfConsistent`, so quantum zero-point motion is absent. The model is centred: mean displacements are zero, and no equation is included for a correlation ⟨xy⟩. Solutions displaced into one well, or with correlated modes, need a larger set of equations.

Unequal widths here belong to the self-consistent approximation. The exact Boltzmann distribution of this two-mode potential is symmetric under exchange and has ⟨x²⟩ = ⟨y²⟩, so a split solution alone is not evidence of a phase transition in a crystal.
